# The exchange-hole sum rule at fractional occupation

With fractional occupations, one has to decide what "the exchange hole" means. Here the expression for a single determinant is kept, and the density matrix with fractional occupations is inserted into it. An average over determinants built from the same orbitals gives the same pair density if the occupations vary independently, as in the grand-canonical ensemble of non-interacting electrons; correlated occupations, for example at a fixed number of electrons, can give a different one. With the choice made here, the hole around a point contains exactly one missing electron at every point of positive density only if no orbital is fractionally occupied.

## The claim and its derivation

Let $r$ and $s$ run over a finite grid, and let the orbitals $\varphi_i$ be complex functions on it with

$$\sum_r \varphi_i(r)^*\varphi_j(r)=\delta_{ij}.$$

Give orbital $i$ a real occupation $f_i$ with $0\le f_i\le 1$. The density matrix, the density and the hole are

$$\gamma(r,s)=\sum_i f_i\,\varphi_i(r)\varphi_i(s)^*,\qquad n(r)=\gamma(r,r)=\sum_i f_i|\varphi_i(r)|^2,\qquad h(r,s)=-\frac{|\gamma(r,s)|^2}{n(r)}.$$

Write $H(r)=\sum_s h(r,s)$ for the hole sum. The claim is that, wherever $n(r)>0$,

$$H(r)=-1+\frac{1}{n(r)}\sum_i f_i(1-f_i)|\varphi_i(r)|^2,\qquad -1\le H(r)<0,$$

and that $H(r)=-1$ at all such points if and only if every $f_i$ is 0 or 1.

**The formula.** Expand the square and sum over $s$:

$$\sum_s|\gamma(r,s)|^2=\sum_{i,j}f_if_j\,\varphi_i(r)\varphi_j(r)^*\sum_s\varphi_i(s)^*\varphi_j(s)=\sum_i f_i^2|\varphi_i(r)|^2.$$

Orthonormality has removed the terms with $i\ne j$. Hence $H(r)=-\sum_i f_i^2|\varphi_i(r)|^2/n(r)$. Substituting $f_i^2=f_i-f_i(1-f_i)$ splits the numerator into $n(r)$ and a remainder, which gives the formula.

**The bounds.** Since $f_i(1-f_i)\ge 0$, the correction to $-1$ is non-negative. Since $n(r)>0$, some term $f_i|\varphi_i(r)|^2$ is nonzero. For that $i$ the term $f_i^2|\varphi_i(r)|^2$ is positive, so $H(r)<0$.

**The equivalence.** If all occupations are 0 or 1, the correction vanishes and $H(r)=-1$. For the converse, multiply the missing hole charge $1+H(r)$ by the density:

$$n(r)\,(1+H(r))=\sum_i f_i(1-f_i)|\varphi_i(r)|^2.$$

This also holds where $n(r)=0$, if the left side is read as zero there: each non-negative term $f_i|\varphi_i(r)|^2$ must then vanish, and the right side with it. Summing over the grid and using normalisation gives

$$\sum_r n(r)\,(1+H(r))=\sum_i f_i(1-f_i).$$

If the hole is complete wherever the density is positive, the left side is zero. The right side is a sum of non-negative terms, so each $f_i(1-f_i)$ is zero.

A complete hole at one point would not be enough, because a fractionally occupied orbital may vanish there.

**A numerical instance.** Take two sites and two orbitals, numbered from 0, with $\varphi_0=(3/5,\,4i/5)$, $\varphi_1=(4i/5,\,3/5)$ and occupations $f_0=1$, $f_1=1/2$. Both orbitals have norm 1, and their overlap is $12i/25-12i/25=0$. At site 0,

$$n(0)=\frac{9}{25}+\frac12\cdot\frac{16}{25}=\frac{17}{25},\qquad \gamma(0,1)=-\frac{12i}{25}+\frac{6i}{25}=-\frac{6i}{25}.$$

The squared moduli add up to $(289+36)/625=13/25$, so $H(0)=-13/17$. At site 1 the density is $41/50$ and the hole sum is $-73/82$. The weighted deficits are $\frac{17}{25}\cdot\frac{4}{17}=\frac{4}{25}$ and $\frac{41}{50}\cdot\frac{9}{82}=\frac{9}{100}$. Their total is $\frac14=f_1(1-f_1)$, as it should be.

When exact exchange is evaluated with a density matrix of smeared occupations, this is the hole that enters; for one spin channel on a finite grid, the formula gives its missing charge point by point.

## The formal development

The grid is a finite type `G` and the orbital labels form a finite type `ι`. Neither has any geometry.

```lean
import Mathlib

open ComplexConjugate

namespace FractionalExchangeHole

noncomputable section

variable {G ι : Type*} [Fintype G] [Fintype ι]
```

An orbital family is a function `φ : ι → G → ℂ`, so `φ i r` is $\varphi_i(r)$. Orthonormality uses a plain sum, with the conjugate on the first factor. On a real-space grid with a volume element, its square root has to be absorbed into the orbital values.

```lean
/-- The orbitals `φ i` are orthonormal for the sum over grid points. -/
def OrthonormalOrbitals [DecidableEq ι] (φ : ι → G → ℂ) : Prop :=
  ∀ i j, ∑ r, conj (φ i r) * φ j r = if i = j then 1 else 0
```

The density matrix has the conjugate on the second argument, as above. The occupations are real numbers, and their range is not part of the definition; each theorem adds what it needs.

```lean
/-- The one-particle density matrix of orbitals `φ i` with occupations `f i`. -/
def densityMatrix (φ : ι → G → ℂ) (f : ι → ℝ) (r s : G) : ℂ :=
  ∑ i, (f i : ℂ) * φ i r * conj (φ i s)
```

The diagonal of $\gamma$ is real, but its Lean type is complex. The density is therefore defined as its real part.

```lean
/-- The density at `r`, the diagonal of the density matrix. -/
def density (φ : ι → G → ℂ) (f : ι → ℝ) (r : G) : ℝ :=
  (densityMatrix φ f r r).re
```

The hole has no spin factor. The definitions describe one spin channel, or spin orbitals if `G` labels position and spin together. If both spins have the same density matrix, the hole written with the spin-summed density matrix and density has an additional factor 1/2.

```lean
/-- The exchange hole at `s` around a reference electron at `r`. -/
def exchangeHole (φ : ι → G → ℂ) (f : ι → ℝ) (r s : G) : ℝ :=
  -‖densityMatrix φ f r s‖ ^ 2 / density φ f r
```

The reference point `r` stays fixed while `s` is summed.

```lean
/-- The exchange hole around `r`, summed over the grid. -/
def holeSum (φ : ι → G → ℂ) (f : ι → ℝ) (r : G) : ℝ :=
  ∑ s, exchangeHole φ f r s
```

The first theorem recovers the usual density. It shows that the complex diagonal entry equals a real number, using $z z^*=|z|^2$ in each term, and then takes the real part. Orthonormality is not needed.

```lean
omit [Fintype G] in
/-- The density is the sum of the orbital densities weighted by the occupations. -/
theorem density_eq (φ : ι → G → ℂ) (f : ι → ℝ) (r : G) :
    density φ f r = ∑ i, f i * ‖φ i r‖ ^ 2 := by
  have h : densityMatrix φ f r r = ((∑ i, f i * ‖φ i r‖ ^ 2 : ℝ) : ℂ) := by
    push_cast
    unfold densityMatrix
    refine Finset.sum_congr rfl fun i _ => ?_
    rw [← Complex.mul_conj']
    ring
  rw [density, h, Complex.ofReal_re]
```

Next comes the collapse of the double orbital sum. Here and in all later theorems about general orbitals, orthonormality is assumed, as the hypothesis `hφ`. The three steps of the `calc` block are those of the derivation: expand $|\gamma|^2$ as $\gamma\gamma^*$, move the sum over `s` inside, and replace the overlap by its Kronecker delta. The work is done in the complex numbers, and `exact_mod_cast` returns the result to the reals.

```lean
variable [DecidableEq ι]

/-- Summing the squared modulus of the density matrix over its second argument squares the
occupations
in the density. -/
theorem sum_sq_densityMatrix {φ : ι → G → ℂ} (hφ : OrthonormalOrbitals φ)
    (f : ι → ℝ) (r : G) :
    ∑ s, ‖densityMatrix φ f r s‖ ^ 2 = ∑ i, f i ^ 2 * ‖φ i r‖ ^ 2 := by
  have h : ((∑ s, ‖densityMatrix φ f r s‖ ^ 2 : ℝ) : ℂ)
      = ((∑ i, f i ^ 2 * ‖φ i r‖ ^ 2 : ℝ) : ℂ) := by
    push_cast
    calc ∑ s, (‖densityMatrix φ f r s‖ : ℂ) ^ 2
        = ∑ s, ∑ i, ∑ j, ((f i : ℂ) * φ i r * ((f j : ℂ) * conj (φ j r)))
            * (conj (φ i s) * φ j s) := by
          refine Finset.sum_congr rfl fun s _ => ?_
          rw [← Complex.mul_conj', densityMatrix, map_sum, Finset.sum_mul_sum]
          refine Finset.sum_congr rfl fun i _ => Finset.sum_congr rfl fun j _ => ?_
          simp only [map_mul, Complex.conj_ofReal, Complex.conj_conj]
          ring
      _ = ∑ i, ∑ j, ((f i : ℂ) * φ i r * ((f j : ℂ) * conj (φ j r)))
            * ∑ s, conj (φ i s) * φ j s := by
          rw [Finset.sum_comm]
          refine Finset.sum_congr rfl fun i _ => ?_
          rw [Finset.sum_comm]
          refine Finset.sum_congr rfl fun j _ => ?_
          rw [Finset.mul_sum]
      _ = ∑ i, (f i : ℂ) ^ 2 * (‖φ i r‖ : ℂ) ^ 2 := by
          -- orthonormality keeps only the terms with i = j
          unfold OrthonormalOrbitals at hφ
          refine Finset.sum_congr rfl fun i _ => ?_
          simp only [hφ, mul_ite, mul_one, mul_zero, Finset.sum_ite_eq,
            Finset.mem_univ, if_true]
          rw [← Complex.mul_conj']
          ring
  exact_mod_cast h
```

Dividing by the density gives the hole sum as a ratio. This has physical meaning only where the density is nonzero; elsewhere both sides are 0, because Lean sets division by zero to 0.

```lean
/-- The hole sum is minus the ratio of the density with squared occupations to the density. -/
theorem holeSum_eq_ratio {φ : ι → G → ℂ} (hφ : OrthonormalOrbitals φ)
    (f : ι → ℝ) (r : G) :
    holeSum φ f r = -(∑ i, f i ^ 2 * ‖φ i r‖ ^ 2) / density φ f r := by
  simp only [holeSum, exchangeHole]
  rw [← Finset.sum_div, Finset.sum_neg_distrib, sum_sq_densityMatrix hφ]
```

The main formula follows from $f_i(1-f_i)=f_i-f_i^2$, which is the auxiliary equation `e`. The hypothesis `hr` says that the density at `r` is positive, and it is used to cancel $n(r)/n(r)$. The formula is algebraic and holds for any real occupations that satisfy `hr`.

```lean
/-- Where the density is positive, the hole sum is `-1` plus a term
weighted by `f i * (1 - f i)`. -/
theorem holeSum_eq {φ : ι → G → ℂ} (hφ : OrthonormalOrbitals φ)
    (f : ι → ℝ) {r : G} (hr : 0 < density φ f r) :
    holeSum φ f r
      = -1 + (∑ i, f i * (1 - f i) * ‖φ i r‖ ^ 2) / density φ f r := by
  have e : ∑ i, f i * (1 - f i) * ‖φ i r‖ ^ 2
      = density φ f r - ∑ i, f i ^ 2 * ‖φ i r‖ ^ 2 := by
    rw [density_eq, ← Finset.sum_sub_distrib]
    exact Finset.sum_congr rfl fun i _ => by ring
  rw [holeSum_eq_ratio hφ, e, sub_div, div_self hr.ne']
  ring
```

The lower bound uses $0\le f_i\le1$, which is the hypothesis `hf`; the upper bound needs only the positive density. `Set.Ico (-1 : ℝ) 0` is the interval $[-1,0)$. The lower bound comes from the main formula. For the upper bound, the proof picks an orbital with a nonzero contribution to the density and shows that the numerator of the ratio is positive.

```lean
/-- For occupations between 0 and 1, the hole sum lies in `[-1, 0)` wherever the density
is positive. -/
theorem holeSum_mem_Ico {φ : ι → G → ℂ} (hφ : OrthonormalOrbitals φ)
    {f : ι → ℝ} (hf : ∀ i, 0 ≤ f i ∧ f i ≤ 1) {r : G} (hr : 0 < density φ f r) :
    holeSum φ f r ∈ Set.Ico (-1 : ℝ) 0 := by
  constructor
  · rw [holeSum_eq hφ f hr]
    have h : 0 ≤ (∑ i, f i * (1 - f i) * ‖φ i r‖ ^ 2) / density φ f r :=
      div_nonneg (Finset.sum_nonneg fun i _ =>
        mul_nonneg (mul_nonneg (hf i).1 (sub_nonneg.2 (hf i).2)) (sq_nonneg _)) hr.le
    linarith
  · -- some occupied orbital is nonzero at r
    have hne := hr.ne'
    rw [density_eq] at hne
    obtain ⟨i, _, hi⟩ := Finset.exists_ne_zero_of_sum_ne_zero hne
    have h1 : 0 < f i ^ 2 := sq_pos_of_ne_zero (left_ne_zero_of_mul hi)
    have h2 : 0 < ‖φ i r‖ ^ 2 :=
      lt_of_le_of_ne (sq_nonneg _) (Ne.symm (right_ne_zero_of_mul hi))
    have hS : 0 < ∑ i, f i ^ 2 * ‖φ i r‖ ^ 2 :=
      Finset.sum_pos' (fun j _ => mul_nonneg (sq_nonneg _) (sq_nonneg _))
        ⟨i, Finset.mem_univ i, mul_pos h1 h2⟩
    rw [holeSum_eq_ratio hφ]
    exact div_neg_of_neg_of_pos (neg_lt_zero.2 hS) hr
```

The total deficit requires only non-negative occupations. In the proof, `hnorm` is the normalisation of each orbital and `hpoint` is the pointwise identity for $n(r)(1+H(r))$. The latter is split into the cases of zero and positive density. Lean assigns a value to the hole even where its denominator vanishes, but the factor $n(r)$ removes that value from the sum.

```lean
/-- For non-negative occupations, the missing hole charge, weighted by the density and summed
over the grid, is
the sum of `f i * (1 - f i)`. -/
theorem total_hole_deficit {φ : ι → G → ℂ} (hφ : OrthonormalOrbitals φ)
    {f : ι → ℝ} (hf : ∀ i, 0 ≤ f i) :
    ∑ r, density φ f r * (1 + holeSum φ f r) = ∑ i, f i * (1 - f i) := by
  have hnorm : ∀ i, ∑ r, ‖φ i r‖ ^ 2 = 1 := fun i => by
    have h : ∑ r, conj (φ i r) * φ i r = 1 := (hφ i i).trans (if_pos rfl)
    have h' : ((∑ r, ‖φ i r‖ ^ 2 : ℝ) : ℂ) = 1 := by
      push_cast
      rw [← h]
      exact Finset.sum_congr rfl fun r _ => (Complex.conj_mul' _).symm
    exact_mod_cast h'
  have hpoint : ∀ r, density φ f r * (1 + holeSum φ f r)
      = ∑ i, f i * (1 - f i) * ‖φ i r‖ ^ 2 := fun r => by
    have hterm : ∀ i ∈ Finset.univ, 0 ≤ f i * ‖φ i r‖ ^ 2 :=
      fun i _ => mul_nonneg (hf i) (sq_nonneg _)
    have hn : 0 ≤ density φ f r := by
      rw [density_eq]
      exact Finset.sum_nonneg hterm
    rcases hn.eq_or_lt with h0 | hpos
    · -- at a point of zero density every occupied orbital vanishes
      have hz := h0.symm
      rw [density_eq] at hz
      have hall := (Finset.sum_eq_zero_iff_of_nonneg hterm).1 hz
      rw [← h0, zero_mul]
      symm
      refine Finset.sum_eq_zero fun i hi => ?_
      linear_combination (1 - f i) * hall i hi
    · rw [holeSum_eq hφ f hpos, add_neg_cancel_left]
      field_simp
  simp_rw [hpoint]
  rw [Finset.sum_comm]
  refine Finset.sum_congr rfl fun i _ => ?_
  rw [← Finset.mul_sum, hnorm, mul_one]
```

The equivalence combines these results. Its left side requires $H(r)=-1$ only at points of positive density. In the forward direction, `hz` states that $\sum_i f_i(1-f_i)$ vanishes, and non-negativity turns this into a statement about each `i`. The reverse direction substitutes 0 or 1 into the main formula.

```lean
/-- For occupations between 0 and 1, the exchange hole sums to `-1` at every point of positive
density if and only if every
occupation is 0 or 1. -/
theorem holeSum_eq_neg_one_iff {φ : ι → G → ℂ} (hφ : OrthonormalOrbitals φ)
    {f : ι → ℝ} (hf : ∀ i, 0 ≤ f i ∧ f i ≤ 1) :
    (∀ r, 0 < density φ f r → holeSum φ f r = -1) ↔ ∀ i, f i = 0 ∨ f i = 1 := by
  constructor
  · intro h i
    -- a complete hole everywhere makes the total deficit vanish
    have hz : ∑ i, f i * (1 - f i) = 0 := by
      rw [← total_hole_deficit hφ fun i => (hf i).1]
      refine Finset.sum_eq_zero fun r _ => ?_
      have hn : 0 ≤ density φ f r := by
        rw [density_eq]
        exact Finset.sum_nonneg fun i _ => mul_nonneg (hf i).1 (sq_nonneg _)
      rcases hn.eq_or_lt with h0 | hpos
      · rw [← h0, zero_mul]
      · rw [h r hpos, add_neg_cancel, mul_zero]
    have hi := (Finset.sum_eq_zero_iff_of_nonneg fun i _ =>
      mul_nonneg (hf i).1 (sub_nonneg.2 (hf i).2)).1 hz i (Finset.mem_univ i)
    rcases mul_eq_zero.1 hi with h0 | h1
    · exact Or.inl h0
    · exact Or.inr (by linarith)
  · intro h r hr
    have hz : ∑ i, f i * (1 - f i) * ‖φ i r‖ ^ 2 = 0 :=
      Finset.sum_eq_zero fun i _ => by rcases h i with hi | hi <;> rw [hi] <;> ring
    rw [holeSum_eq hφ f hr, hz, zero_div, add_zero]
```

If all orbitals share one occupation $q$, then $\sum_i q^2|\varphi_i(r)|^2=q\,n(r)$, and the hole sum is $-q$. A single orbital with occupation $q$ is the simplest case. The theorem does not assume $q\le1$; positive density already forces $q>0$.

```lean
/-- If all orbitals have the same occupation `q`, the hole sums to `-q` wherever the density
is positive. -/
theorem holeSum_uniform {φ : ι → G → ℂ} (hφ : OrthonormalOrbitals φ)
    (q : ℝ) {r : G} (hr : 0 < density φ (fun _ => q) r) :
    holeSum φ (fun _ => q) r = -q := by
  have e : ∑ i, q ^ 2 * ‖φ i r‖ ^ 2 = q * density φ (fun _ => q) r := by
    rw [density_eq, Finset.mul_sum]
    exact Finset.sum_congr rfl fun i _ => by ring
  rw [holeSum_eq_ratio hφ, e, div_eq_iff hr.ne']
  ring
```

The last definition encodes the two orbitals of the numerical instance. The notation `⟨a, b⟩` stands for $a+ib$.

```lean
/-- Two complex orbitals on two sites, with amplitudes `3/5` and `4i/5`. -/
def twoSiteOrbitals : Fin 2 → Fin 2 → ℂ :=
  ![![⟨3 / 5, 0⟩, ⟨0, 4 / 5⟩], ![⟨0, 4 / 5⟩, ⟨3 / 5, 0⟩]]
```

The final theorem confirms their orthonormality and the two values at site 0. Orthonormality is checked for each pair of indices, and the hole sum is computed from the ratio formula instead of from the entries of $\gamma$.

```lean
/-- The two-site orbitals are orthonormal; with occupations 1 and 1/2 the density at the
first site is `17/25` and the hole sum there is `-13/17`. -/
theorem twoSiteOrbitals_witness :
    OrthonormalOrbitals twoSiteOrbitals ∧
      density twoSiteOrbitals ![1, 1 / 2] 0 = 17 / 25 ∧
      holeSum twoSiteOrbitals ![1, 1 / 2] 0 = -(13 / 17) := by
  have ho : OrthonormalOrbitals twoSiteOrbitals := by
    intro i j
    fin_cases i <;> fin_cases j <;>
      simp [twoSiteOrbitals, Fin.sum_univ_two, Complex.ext_iff] <;> norm_num
  have hd : density twoSiteOrbitals ![1, 1 / 2] 0 = 17 / 25 := by
    rw [density_eq]
    simp only [Fin.sum_univ_two, Complex.sq_norm, Complex.normSq_apply, twoSiteOrbitals]
    norm_num
  refine ⟨ho, hd, ?_⟩
  rw [holeSum_eq_ratio ho, hd]
  simp only [Fin.sum_univ_two, Complex.sq_norm, Complex.normSq_apply, twoSiteOrbitals]
  norm_num

end

end FractionalExchangeHole
```

The theorems take the orbitals and occupations as given. They do not ask whether these come from a self-consistent calculation, and they involve neither an interaction energy nor a correlation hole.

```lean
#print axioms FractionalExchangeHole.holeSum_mem_Ico
#print axioms FractionalExchangeHole.holeSum_eq_neg_one_iff
#print axioms FractionalExchangeHole.holeSum_uniform
```

```
'FractionalExchangeHole.holeSum_mem_Ico' depends on axioms: [propext, Classical.choice, Quot.sound]
'FractionalExchangeHole.holeSum_eq_neg_one_iff' depends on axioms: [propext, Classical.choice, Quot.sound]
'FractionalExchangeHole.holeSum_uniform' depends on axioms: [propext, Classical.choice, Quot.sound]
```
